# The Larmor current circling a spherical density of $N$ electrons is $Ne^2B/(4\pi m)$

## Definitions and conventions

Electrons of charge $-e$ and mass $m$ have a spherical number density $\rho(r)$, where $r$ is the distance from the nucleus at the origin. A uniform magnetic field of strength $B$ points along $z$. Its vector potential, with the gauge origin at the nucleus, is
$$\mathbf A=\tfrac12\,\mathbf B\times\mathbf x .$$
The Larmor current density is
$$\mathbf j=-\frac{e^2}{m}\,\rho\,\mathbf A .$$

Points are labelled by the distance $s$ from the $z$ axis, the azimuth $\varphi$ and the height $z$. The letter $\rho$ always means the density, never the cylindrical radius. At fixed $\varphi$, the points with $s>0$ and $z$ real form a half-plane bounded by the axis. Its unit normal is taken as $\mathbf n=(\sin\varphi,-\cos\varphi,0)$, opposite to the usual azimuthal unit vector, so that the diamagnetic current counts as positive for $B>0$.

The ring current $I$ is the flux of $\mathbf j$ through this half-plane, and $N$ is the integral of $\rho$ over space.

## How much current circles the atom?

For a compact electron density, $\mathbf j$ is large but confined to the neighbourhood of the nucleus; for a diffuse one, it is small but spread over a large area. The total current is the same for equal $N$: if $r^2\rho$ is integrable on $r>0$, then
$$I=\frac{Ne^2B}{4\pi m}.$$

The formula for $\mathbf j$ is taken as a definition. The step from it to a real atom is that the orbital current linear in $B$ has no further, paramagnetic part. This holds for a spherically symmetric state with zero orbital angular momentum and the gauge origin at the nucleus; in a molecule the paramagnetic part generally contributes. For such an atom, the result gives a reference value for programs that integrate induced current densities over part of a plane, as is done to find ring-current strengths in aromatic molecules. Over a whole plane through the axis the net current is zero, because the two halves cancel.

## The statement in Lean

The main theorem is `larmor_ring_current`. It assumes `m ≠ 0` and, in `hρ`, that $r^2\rho$ is integrable on $r>0$. It concludes, for every azimuth, that the flux integral converges and that $4\pi mI=Ne^2B$, which is the formula above multiplied by $4\pi m$.

- `ρ : ℝ → ℝ` is the radial density. Neither continuity nor positivity is assumed.
- `currentDensity` is the vector $\mathbf j$. It uses `√(x ⬝ᵥ x)` for the distance, because the built-in norm on `Fin 3 → ℝ` is the largest absolute value of a component and not the Euclidean length.
- `halfPlane` is the set of pairs $(s,z)$ with $s>0$, and `point φ p` places such a pair in space. The area element is $ds\,dz$.
- `ringCurrent` is $I$, and `electronNumber` is $N$, defined as a three-dimensional integral and not as a radial one.

Two further theorems refine this. `current_within_radius` states that the current through the half-disc $\sqrt{s^2+z^2}<R$ is fixed in the same way by the electrons inside the ball of radius $R$. `hydrogen_witness` treats the 1s density with any length $a>0$ in the place of the Bohr radius, and finds the current of one electron.

## Derivation

**Normal component.** At the point $(s\cos\varphi,\,s\sin\varphi,\,z)$ the cross product gives
$$\mathbf A=\frac{Bs}{2}(-\sin\varphi,\cos\varphi,0),\qquad \mathbf A\cdot\mathbf n=-\frac{Bs}{2}.$$
The distance from the nucleus is $\sqrt{s^2+z^2}$, so
$$\mathbf j\cdot\mathbf n=\frac{e^2B}{2m}\,s\,\rho\!\left(\sqrt{s^2+z^2}\right).$$

**Integral over the half-plane.** Put $s=r\cos\theta$ and $z=r\sin\theta$, with $r>0$ and $-\pi/2<\theta<\pi/2$. Here $\theta$ is measured from the equatorial plane, not from the $z$ axis. With $ds\,dz=r\,dr\,d\theta$,
$$\int s\,\rho\,ds\,dz=\int_0^\infty r^2\rho(r)\,dr\int_{-\pi/2}^{\pi/2}\cos\theta\,d\theta=2\int_0^\infty r^2\rho(r)\,dr .$$
The same calculation with $|\rho|$ shows that the integral converges absolutely.

**Electron number.** Spherical shells give $N=4\pi\int_0^\infty r^2\rho\,dr$. Hence
$$I=\frac{e^2B}{2m}\cdot 2\cdot\frac{N}{4\pi}=\frac{Ne^2B}{4\pi m}.$$

**Finite radius.** Replace $\rho$ by the density that equals $\rho$ for $r<R$ and vanishes elsewhere. Its ring current is the current through the half-disc, and its electron number is the number inside the ball.

**Hydrogen 1s.** For $\rho(r)=\exp(-2r/a)/(\pi a^3)$,
$$\int_0^\infty r^2\rho\,dr=\frac{1}{\pi a^3}\cdot 2\left(\frac a2\right)^3=\frac1{4\pi},$$
so $N=1$ and $I=e^2B/(4\pi m)$.

## Two electrons in a uniform ball

Take $e=m=1$ and $B=2$, so that $e^2B/(2m)=1$, and spread two electrons evenly over a ball of radius 1. The density inside is $2/(4\pi/3)=3/(2\pi)$. The integral of $s$ over the half-disc of radius 1 is $\tfrac13\cdot2=\tfrac23$, and the current is $\frac{3}{2\pi}\cdot\frac23=\frac1\pi$.

For a ball of radius 2 the density falls by a factor of 8, to $3/(16\pi)$, while the integral of $s$ rises by a factor of 8, to $16/3$. The current is again $1/\pi$, in agreement with $Ne^2B/(4\pi m)=4/(4\pi)$.

## A density with too long a tail

Let $\rho(r)=(1+r)^{-3}$ and $e=m=B=1$. This density is continuous, positive and bounded, and it tends to zero at large $r$, but $r^2\rho$ is not integrable. It would hold infinitely many electrons, so it is not the density of a real atom. For $r\ge1$ we have $r^2/(1+r)^3\ge 1/(8r)$, so for $R\ge1$ the current through the half-disc of radius $R$ is
$$\int_0^R\frac{r^2}{(1+r)^3}\,dr\ \ge\ \frac{\ln R}{8}.$$
It grows without limit, and the convergence claimed in the theorem fails. Continuity, boundedness and decay to zero therefore cannot replace the integrability of $r^2\rho$.

## The complete Lean file

```lean
import Mathlib

open MeasureTheory Set Real Matrix

namespace LarmorRingCurrent

noncomputable section

/-- The vector potential `½ B × x` of a uniform field of strength `B` along the z axis. -/
def vectorPotential (B : ℝ) (x : Fin 3 → ℝ) : Fin 3 → ℝ :=
  (1 / 2 : ℝ) • crossProduct ![0, 0, B] x

/-- The Larmor current density `-(e²/m) ρ A` of a spherical electron density `ρ`,
for nonzero mass `m`. -/
def currentDensity (e m B : ℝ) (ρ : ℝ → ℝ) (x : Fin 3 → ℝ) : Fin 3 → ℝ :=
  (-(e ^ 2 / m * ρ (√(x ⬝ᵥ x)))) • vectorPotential B x

/-- The coordinates `(s, z)` of a half-plane bounded by the z axis: `s > 0`, `z` real. -/
def halfPlane : Set (ℝ × ℝ) := Ioi 0 ×ˢ univ

/-- The point in space with cylindrical coordinates `s`, `φ`, `z`, where `p = (s, z)`. -/
def point (φ : ℝ) (p : ℝ × ℝ) : Fin 3 → ℝ := ![p.1 * cos φ, p.1 * sin φ, p.2]

/-- The unit normal of the half-plane at azimuth `φ`, pointing towards decreasing azimuth. -/
def unitNormal (φ : ℝ) : Fin 3 → ℝ := ![sin φ, -cos φ, 0]

/-- The total Larmor current through the half-plane at azimuth `φ`, for nonzero mass `m`. -/
def ringCurrent (e m B : ℝ) (ρ : ℝ → ℝ) (φ : ℝ) : ℝ :=
  ∫ p in halfPlane, currentDensity e m B ρ (point φ p) ⬝ᵥ unitNormal φ

/-- The number of electrons: the integral of the density over three-dimensional space. -/
def electronNumber (ρ : ℝ → ℝ) : ℝ := ∫ x : EuclideanSpace ℝ (Fin 3), ρ ‖x‖

/-- The current density normal to the half-plane is `(e²B/2m) s ρ(√(s² + z²))`. -/
theorem currentDensity_normal (e m B : ℝ) (ρ : ℝ → ℝ) (φ : ℝ) (p : ℝ × ℝ) :
    currentDensity e m B ρ (point φ p) ⬝ᵥ unitNormal φ =
      e ^ 2 * B / (2 * m) * (p.1 * ρ (√(p.1 ^ 2 + p.2 ^ 2))) := by
  have h : point φ p ⬝ᵥ point φ p = p.1 ^ 2 + p.2 ^ 2 := by
    simp only [point, dotProduct, Fin.sum_univ_three, Matrix.cons_val]
    linear_combination p.1 ^ 2 * sin_sq_add_cos_sq φ
  have hA : vectorPotential B (point φ p) ⬝ᵥ unitNormal φ = -(B / 2 * p.1) := by
    simp only [vectorPotential, point, unitNormal, cross_apply, dotProduct,
      Fin.sum_univ_three, Pi.smul_apply, smul_eq_mul, Matrix.cons_val]
    linear_combination (-(B / 2 * p.1)) * sin_sq_add_cos_sq φ
  rw [currentDensity, h, smul_dotProduct, hA, smul_eq_mul]
  ring

/-- Summing over spherical shells, the number of electrons is `4π ∫ r² ρ(r) dr`. -/
theorem electronNumber_eq (ρ : ℝ → ℝ) :
    electronNumber ρ = 4 * π * ∫ r in Ioi (0 : ℝ), r ^ 2 * ρ r := by
  have h := integral_fun_norm_addHaar (volume : Measure (EuclideanSpace ℝ (Fin 3))) ρ
  have hv : (volume : Measure (EuclideanSpace ℝ (Fin 3))).real (Metric.ball 0 1)
      = π * 4 / 3 := by
    rw [measureReal_def, EuclideanSpace.volume_ball_fin_three, ENNReal.toReal_mul,
      ENNReal.toReal_ofReal (by positivity)]
    simp
  rw [electronNumber, h, hv, finrank_euclideanSpace_fin]
  simp only [nsmul_eq_mul, smul_eq_mul, Nat.reduceSub]
  push_cast
  ring

/-- Polar coordinates map the sector `r > 0`, `-π/2 < θ < π/2` onto the half-plane. -/
theorem polar_image : polarCoord.symm '' (Ioi (0 : ℝ) ×ˢ Ioo (-(π / 2)) (π / 2)) =
    halfPlane := by
  ext p
  constructor
  · rintro ⟨q, ⟨hr, ht⟩, rfl⟩
    have hr' : 0 < q.1 := hr
    rw [polarCoord_symm_apply]
    exact ⟨mul_pos hr' (cos_pos_of_mem_Ioo ht), mem_univ _⟩
  · rintro ⟨hp, -⟩
    have hp' : 0 < p.1 := hp
    have hs : p ∈ polarCoord.source := by
      rw [polarCoord_source]
      exact Or.inl hp'
    have ht := polarCoord.map_source hs
    have hinv := polarCoord.left_inv hs
    generalize polarCoord p = q at ht hinv
    rw [polarCoord_target] at ht
    have hr : 0 < q.1 := ht.1
    have h1 : -π < q.2 := ht.2.1
    have h2 : q.2 < π := ht.2.2
    have hx := congrArg Prod.fst hinv
    rw [polarCoord_symm_apply] at hx
    have hx' : q.1 * cos q.2 = p.1 := hx
    -- a positive distance from the axis forces a positive cosine
    have hc : 0 < cos q.2 := (mul_pos_iff_of_pos_left hr).1 (by rw [hx']; exact hp')
    have h3 : -(π / 2) < q.2 := by
      by_contra h
      have h' := cos_nonpos_of_pi_div_two_le_of_le (x := -q.2)
        (by linarith [not_lt.1 h]) (by linarith [pi_pos])
      rw [cos_neg] at h'
      linarith
    have h4 : q.2 < π / 2 := by
      by_contra h
      have h' := cos_nonpos_of_pi_div_two_le_of_le (not_lt.1 h) (by linarith [pi_pos])
      linarith
    exact ⟨q, ⟨hr, h3, h4⟩, hinv⟩

/-- If `r² ρ` is integrable, then `s ρ(√(s² + z²))` is integrable over the half-plane,
with integral `2 ∫ r² ρ(r) dr`. -/
theorem halfPlane_integral (ρ : ℝ → ℝ)
    (hρ : IntegrableOn (fun r : ℝ => r ^ 2 * ρ r) (Ioi 0)) :
    IntegrableOn (fun p : ℝ × ℝ => p.1 * ρ (√(p.1 ^ 2 + p.2 ^ 2))) halfPlane ∧
    ∫ p in halfPlane, p.1 * ρ (√(p.1 ^ 2 + p.2 ^ 2)) =
      2 * ∫ r in Ioi (0 : ℝ), r ^ 2 * ρ r := by
  let S : Set (ℝ × ℝ) := Ioi (0 : ℝ) ×ˢ Ioo (-(π / 2)) (π / 2)
  have hS : MeasurableSet S := measurableSet_Ioi.prod measurableSet_Ioo
  have hd : ∀ q ∈ S, HasFDerivWithinAt polarCoord.symm (fderivPolarCoordSymm q) S q :=
    fun q _ => (hasFDerivAt_polarCoord_symm q).hasFDerivWithinAt
  have hi : InjOn polarCoord.symm S := by
    refine polarCoord.symm.injOn.mono fun q hq => ?_
    have h1 : -(π / 2) < q.2 := hq.2.1
    have h2 : q.2 < π / 2 := hq.2.2
    change q ∈ polarCoord.target
    rw [polarCoord_target]
    exact ⟨hq.1, show -π < q.2 by linarith [pi_pos], show q.2 < π by linarith [pi_pos]⟩
  -- with the Jacobian `r`, the integrand separates into radial and angular factors
  have hg : EqOn (fun q : ℝ × ℝ => |(fderivPolarCoordSymm q).det| •
      ((polarCoord.symm q).1 *
        ρ (√((polarCoord.symm q).1 ^ 2 + (polarCoord.symm q).2 ^ 2))))
      (fun q => (q.1 ^ 2 * ρ q.1) * cos q.2) S := by
    intro q hq
    have hr : 0 < q.1 := hq.1
    have hsq : √((q.1 * cos q.2) ^ 2 + (q.1 * sin q.2) ^ 2) = q.1 := by
      rw [show (q.1 * cos q.2) ^ 2 + (q.1 * sin q.2) ^ 2 = q.1 ^ 2 by
        linear_combination q.1 ^ 2 * sin_sq_add_cos_sq q.2]
      exact sqrt_sq hr.le
    simp only [det_fderivPolarCoordSymm, polarCoord_symm_apply, hsq, abs_of_pos hr,
      smul_eq_mul]
    ring
  have hcos : IntegrableOn cos (Ioo (-(π / 2)) (π / 2)) :=
    continuous_cos.integrableOn_Icc.mono_set Ioo_subset_Icc_self
  have hang : ∫ θ in Ioo (-(π / 2)) (π / 2), cos θ = 2 := by
    rw [← integral_Ioc_eq_integral_Ioo,
      ← intervalIntegral.integral_of_le (by linarith [pi_pos]), integral_cos, sin_neg,
      sin_pi_div_two]
    norm_num
  rw [← polar_image]
  constructor
  · refine (integrableOn_image_iff_integrableOn_abs_det_fderiv_smul volume hS hd hi _).2 ?_
    refine (integrableOn_congr_fun hg hS).2 ?_
    rw [IntegrableOn, Measure.volume_eq_prod, ← Measure.prod_restrict]
    exact Integrable.mul_prod hρ hcos
  · refine (integral_image_eq_integral_abs_det_fderiv_smul volume hS hd hi _).trans ?_
    refine (setIntegral_congr_fun hS hg).trans ?_
    rw [Measure.volume_eq_prod]
    refine (setIntegral_prod_mul (fun r : ℝ => r ^ 2 * ρ r) cos _ _).trans ?_
    rw [hang, mul_comm]

/-- For nonzero mass and integrable `r² ρ`, the normal component of the Larmor current density is
integrable over the half-plane at any azimuth, and the ring current `I` satisfies `4π m I = N e² B`.
-/
theorem larmor_ring_current (e m B : ℝ) (hm : m ≠ 0) (ρ : ℝ → ℝ)
    (hρ : IntegrableOn (fun r : ℝ => r ^ 2 * ρ r) (Ioi 0)) (φ : ℝ) :
    IntegrableOn (fun p => currentDensity e m B ρ (point φ p) ⬝ᵥ unitNormal φ) halfPlane ∧
    4 * π * m * ringCurrent e m B ρ φ = electronNumber ρ * e ^ 2 * B := by
  obtain ⟨h1, h2⟩ := halfPlane_integral ρ hρ
  simp only [ringCurrent, currentDensity_normal]
  refine ⟨h1.const_mul _, ?_⟩
  rw [integral_const_mul, h2, electronNumber_eq]
  have hc : m * (e ^ 2 * B / (2 * m)) = e ^ 2 * B / 2 := by field_simp
  generalize e ^ 2 * B / (2 * m) = c at hc ⊢
  linear_combination (8 * π * ∫ r in Ioi (0 : ℝ), r ^ 2 * ρ r) * hc

/-- For nonzero mass and integrable `r² ρ`, the current through the half-disc of radius `R`,
times `4π m`, is `e² B` times the number of electrons inside the ball of radius `R`. -/
theorem current_within_radius (e m B : ℝ) (hm : m ≠ 0) (ρ : ℝ → ℝ)
    (hρ : IntegrableOn (fun r : ℝ => r ^ 2 * ρ r) (Ioi 0)) (φ R : ℝ) :
    4 * π * m * ∫ p in halfPlane ∩ {p | √(p.1 ^ 2 + p.2 ^ 2) < R},
        currentDensity e m B ρ (point φ p) ⬝ᵥ unitNormal φ =
      (∫ x in Metric.ball (0 : EuclideanSpace ℝ (Fin 3)) R, ρ ‖x‖) * e ^ 2 * B := by
  -- cut the density off at radius `R` and apply the main theorem
  have hcut : IntegrableOn (fun r : ℝ => r ^ 2 * (Iio R).indicator ρ r) (Ioi 0) := by
    have h := Integrable.indicator hρ (measurableSet_Iio (a := R))
    refine h.congr (Filter.Eventually.of_forall fun r => ?_)
    by_cases hr : r < R <;> simp [indicator, hr]
  have h := (larmor_ring_current e m B hm _ hcut φ).2
  have hD : MeasurableSet {p : ℝ × ℝ | √(p.1 ^ 2 + p.2 ^ 2) < R} :=
    measurableSet_lt (by fun_prop) measurable_const
  rw [← setIntegral_indicator hD, ← integral_indicator Metric.isOpen_ball.measurableSet]
  convert h using 2
  · refine integral_congr_ae (Filter.Eventually.of_forall fun p => ?_)
    by_cases hp : √(p.1 ^ 2 + p.2 ^ 2) < R <;>
      simp [indicator, currentDensity_normal, hp]
  · congr 1
    refine integral_congr_ae (Filter.Eventually.of_forall fun x => ?_)
    by_cases hx : ‖x‖ < R <;> simp [indicator, hx]

/-- For nonzero mass, the hydrogen 1s density `exp(-2r/a)/(π a³)` with `a > 0` has integrable
`r² ρ` and carries a ring current `I` with `4π m I = e² B`. -/
theorem hydrogen_witness (e m B a : ℝ) (hm : m ≠ 0) (ha : 0 < a) (φ : ℝ) :
    IntegrableOn (fun r : ℝ => r ^ 2 * (exp (-2 * r / a) / (π * a ^ 3))) (Ioi 0) ∧
    4 * π * m * ringCurrent e m B (fun r => exp (-2 * r / a) / (π * a ^ 3)) φ =
      e ^ 2 * B := by
  have hG : Real.Gamma 3 = 2 := by
    rw [show (3 : ℝ) = ((2 : ℕ) : ℝ) + 1 by norm_num, Real.Gamma_nat_eq_factorial]
    norm_num [Nat.factorial]
  have hp : (1 / (2 / a)) ^ (3 : ℝ) = (a / 2) ^ 3 := by
    rw [show (3 : ℝ) = ((3 : ℕ) : ℝ) by norm_num, rpow_natCast, one_div_div]
  have hI : ∫ r in Ioi (0 : ℝ), r ^ 2 * (exp (-2 * r / a) / (π * a ^ 3)) =
      1 / (4 * π) := by
    have h := Real.integral_rpow_mul_exp_neg_mul_Ioi (a := 3) (r := 2 / a)
      (by norm_num) (by positivity)
    have hc : ∀ r : ℝ, r ^ 2 * (exp (-2 * r / a) / (π * a ^ 3)) =
        1 / (π * a ^ 3) * (r ^ ((3 : ℝ) - 1) * exp (-(2 / a * r))) := by
      intro r
      rw [show (3 : ℝ) - 1 = ((2 : ℕ) : ℝ) by norm_num, rpow_natCast,
        show -2 * r / a = -(2 / a * r) by ring]
      ring
    simp_rw [hc]
    rw [integral_const_mul, h, hG, hp, div_pow]
    field_simp
    norm_num
  have hint : IntegrableOn
      (fun r : ℝ => r ^ 2 * (exp (-2 * r / a) / (π * a ^ 3))) (Ioi 0) := by
    by_contra h
    have h0 : 1 / (4 * π) = 0 := hI.symm.trans (integral_undef h)
    have h1 : 0 < 1 / (4 * π) := by positivity
    linarith
  refine ⟨hint, ?_⟩
  have hN : 4 * π * (1 / (4 * π)) = 1 := mul_one_div_cancel (by positivity)
  rw [(larmor_ring_current e m B hm _ hint φ).2, electronNumber_eq, hI, hN, one_mul]

end

end LarmorRingCurrent
```

```lean
#print axioms LarmorRingCurrent.larmor_ring_current
-- 'LarmorRingCurrent.larmor_ring_current' depends on axioms: [propext, Classical.choice, Quot.sound]
#print axioms LarmorRingCurrent.current_within_radius
-- 'LarmorRingCurrent.current_within_radius' depends on axioms: [propext, Classical.choice, Quot.sound]
```

## From the vector current to the electron count

`currentDensity_normal` computes the normal component. Its two auxiliary facts are the squared distance $s^2+z^2$ and the product $\mathbf A\cdot\mathbf n=-Bs/2$; in both, `linear_combination` supplies $\sin^2\varphi+\cos^2\varphi=1$.

`electronNumber_eq` is the shell formula. Mathlib's theorem for integrals of functions of the norm gives a factor of the dimension times the volume of the unit ball, here $3\cdot4\pi/3=4\pi$.

`polar_image` proves that the polar map sends the sector exactly onto the half-plane. One inclusion follows from $\cos\theta>0$ in the sector. For the other, Mathlib's polar coordinates give an angle between $-\pi$ and $\pi$, and $s>0$ forces its cosine to be positive, which excludes angles with $|\theta|\ge\pi/2$.

`halfPlane_integral` carries out the substitution. The facts `hd` and `hi` provide the derivative of the polar map and its injectivity on the sector. The fact `hg` is the identity that turns the integrand, with its Jacobian $r$, into $r^2\rho(r)\cos\theta$. The change-of-variables theorem is then used twice, once for integrability and once for the value, and `hang` evaluates the angular integral as 2.

`larmor_ring_current` takes the constant $e^2B/(2m)$ out of the integral and combines the two radial formulas. The assumption `m ≠ 0` enters in `hc`, where the mass cancels.

`current_within_radius` applies the main theorem to the truncated density, written with `indicator`. The remaining work is to match the truncated integrands with integrals over the half-disc and the ball.

`hydrogen_witness` obtains the radial integral from the Gamma function, with $\Gamma(3)=2$. Integrability then follows by contradiction: Lean gives a non-integrable function the integral 0, whereas this integral equals $1/(4\pi)$.
